# The classical gap correlation of two displaced, equally curved parabolas integrates to the Marcus Gaussian

A code that computes an electron-transfer rate from a time correlation function can be wrong by a factor of two in the exponent and still produce a believable curve. Suppose the variance of the energy gap is entered as $\lambda T$ instead of $2\lambda T$, where $\lambda$ is the reorganization energy and $T$ the temperature in energy units. The rate still peaks at the right driving force, but the activation energy of a reaction with zero driving force comes out as $\lambda/2$ instead of $\lambda/4$. An exact value for a simple model exposes the error at once.

## The correlation function and its time integral

The model has one classical coordinate $x$ and two parabolas with the same force constant $K>0$:

$$V_D(x)=\tfrac12Kx^2,\qquad V_A(x)=\tfrac12K(x-d)^2+G .$$

Here $D$ is the donor, $A$ the acceptor, $d\neq0$ the displacement and $G$ the driving force, negative for a downhill reaction. The vertical gap is $\Delta(x)=V_A(x)-V_D(x)$, and $\lambda=Kd^2/2$. With $\hbar=1$, $T>0$ and $\langle\cdot\rangle$ the normalised Boltzmann average on the donor parabola,

$$C(t)=\langle e^{-it\Delta}\rangle=e^{-it(\lambda+G)-\lambda Tt^2},$$

$$\int_{-\infty}^{\infty}C(t)\,dt=\frac{2\pi}{\sqrt{4\pi\lambda T}}\exp\left(-\frac{(\lambda+G)^2}{4\lambda T}\right).$$

At fixed $K$, $d$ and $T$, the integral is strictly largest at $G=-\lambda$.

## Where a golden-rule rate code uses it

For a constant electronic coupling $V$ and classical nuclei that are held fixed while the phase accumulates, the golden-rule rate is $|V|^2\int C(t)\,dt$. A code that samples the donor surface, records the gap and integrates the averaged phase can be run on the two parabolas and compared with the closed form, at the level of $C(t)$ as well as of the rate.

The closed form also guides the time grid. The integrand has modulus 1 at $t=0$, while the integral is exponentially small when the barrier is high, so the quadrature has to reproduce a strong cancellation. With a sharp cutoff at $t_{\max}$, the discarded tail is of order $e^{-\lambda Tt_{\max}^2}$ up to prefactors. For this to be small beside the answer when the barrier is high, $t_{\max}$ should comfortably exceed $|\lambda+G|/(2\lambda T)$. Near $G=-\lambda$, where that bound vanishes, $t_{\max}$ should still be several times $1/\sqrt{\lambda T}$.

A second route to the same number avoids the time integral: evaluate the Boltzmann density at the point where the parabolas cross, multiply by $2\pi$ and divide by the absolute slope $|Kd|$ of the gap. Agreement between the two routes tests the factor $2\pi$ in the Fourier integral. It does not test the sign of the phase, whose reversal leaves the integral unchanged, or a wrong $Z$ used in both routes.

## From a linear gap to the Marcus exponent

The quadratic terms cancel in the gap:

$$\Delta(x)=\tfrac12K(x-d)^2+G-\tfrac12Kx^2=\lambda+G-Kd\,x .$$

Two Gaussian integrals are needed, both of the form

$$\int_{-\infty}^{\infty}e^{-bx^2+cx+e}\,dx=\sqrt{\frac{\pi}{b}}\;e^{\,e+c^2/(4b)},\qquad b>0,\quad c,e\in\mathbb{C}.$$

(The letter $e$ in an exponent is the constant term.) This follows from $-bx^2+cx=-b\left(x-\frac{c}{2b}\right)^2+\frac{c^2}{4b}$. The shifted contour can be moved back to the real axis because the integrand is entire and decays at both ends of the strip.

**Average over the coordinate.** The partition function is

$$Z=\int_{-\infty}^{\infty}e^{-Kx^2/(2T)}\,dx=\sqrt{\frac{2\pi T}{K}} .$$

The numerator of $C(t)$ has $b=K/(2T)$, $c=itKd$ and constant term $-it(\lambda+G)$. Its prefactor $\sqrt{\pi/b}$ equals $Z$ and cancels. The square contributes

$$\frac{c^2}{4b}=-\frac{t^2K^2d^2\,T}{2K}=-\lambda Tt^2 ,$$

which gives the stated $C(t)$.

**Integral over time.** Since $|C(t)|=e^{-\lambda Tt^2}$ and $\lambda T>0$, the integral converges. Now $b=\lambda T$, $c=-i(\lambda+G)$ and the constant term is zero, so

$$\int_{-\infty}^{\infty} C(t)\,dt=\sqrt{\frac{\pi}{\lambda T}}\exp\left(-\frac{(\lambda+G)^2}{4\lambda T}\right),\qquad \sqrt{\frac{\pi}{\lambda T}}=\frac{2\pi}{\sqrt{4\pi\lambda T}} .$$

**Crossing point.** The gap vanishes only at $x_c=(\lambda+G)/(Kd)$, where

$$V_D(x_c)=\frac{(\lambda+G)^2}{2Kd^2}=\frac{(\lambda+G)^2}{4\lambda} .$$

Moreover $4\pi\lambda T=2\pi Kd^2T=\frac{2\pi T}{K}(Kd)^2$, so $\sqrt{4\pi\lambda T}=Z\,|Kd|$. Therefore

$$|Kd|\int_{-\infty}^{\infty} C(t)\,dt=2\pi\,\frac{e^{-V_D(x_c)/T}}{Z} .$$

**Maximum.** The prefactor does not depend on $G$. The exponent is never positive, and it is zero only at $G=-\lambda$.

## The Lean file

```lean
import Mathlib

open MeasureTheory

namespace MarcusParabolas

noncomputable section

/-- Energy of the donor state: a parabola of force constant `K` centred at the origin. -/
def donor (K x : ℝ) : ℝ := K * x ^ 2 / 2

/-- Energy of the acceptor state: the same parabola displaced by `d` and shifted by `G`. -/
def acceptor (K d G x : ℝ) : ℝ := K * (x - d) ^ 2 / 2 + G

/-- Vertical energy gap, acceptor minus donor, at the coordinate `x`. -/
def gap (K d G x : ℝ) : ℝ := acceptor K d G x - donor K x

/-- Reorganization energy `K d² / 2`. -/
def reorg (K d : ℝ) : ℝ := K * d ^ 2 / 2

/-- Classical configurational partition function of the donor, for `K, T > 0`,
with the temperature in energy units. -/
def partitionFunction (K T : ℝ) : ℝ := ∫ x : ℝ, Real.exp (-donor K x / T)

/-- Boltzmann average of a complex observable on the donor parabola, for `K, T > 0`. -/
def boltzmannAverage (K T : ℝ) (f : ℝ → ℂ) : ℂ :=
  (∫ x : ℝ, (Real.exp (-donor K x / T) : ℂ) * f x) / (partitionFunction K T : ℂ)

/-- Boltzmann average on the donor of the phase `exp (-i t gap)`, for `K, T > 0` and `ħ = 1`. -/
def gapCorrelation (K d G T t : ℝ) : ℂ :=
  boltzmannAverage K T (fun x => Complex.exp (-Complex.I * t * gap K d G x))

/-- Gaussian integral with a complex linear term and a complex constant in the exponent. -/
theorem gaussian_integral {b : ℝ} (hb : 0 < b) (c e : ℂ) :
    ∫ x : ℝ, Complex.exp (-(b : ℂ) * x ^ 2 + c * x + e) =
      (Real.sqrt (Real.pi / b) : ℂ) * Complex.exp (e + c ^ 2 / (4 * (b : ℂ))) := by
  have hs : (Real.sqrt (Real.pi / b) : ℂ) = ((Real.pi : ℂ) / b) ^ (1 / 2 : ℂ) := by
    rw [Real.sqrt_eq_rpow, Complex.ofReal_cpow (by positivity)]
    norm_num
  have h := integral_cexp_quadratic (b := -(b : ℂ)) (by simpa using hb) c e
  rw [neg_neg, mul_neg, div_neg, sub_neg_eq_add, ← hs] at h
  exact h

/-- The donor partition function is `√(2 π T / K)`. -/
theorem partitionFunction_eq (K T : ℝ) :
    partitionFunction K T = Real.sqrt (2 * Real.pi * T / K) := by
  have e : ∀ x : ℝ, -donor K x / T = -(K / (2 * T)) * x ^ 2 := by
    intro x
    unfold donor
    ring
  unfold partitionFunction
  simp_rw [e]
  rw [integral_gaussian]
  congr 1
  rw [div_div_eq_mul_div]
  ring

/-- The thermal average of `exp (-i t gap)` on the donor is
`exp (-i t (λ + G) - λ T t²)`, with `λ` the reorganization energy. -/
theorem gapCorrelation_eq {K T : ℝ} (hK : 0 < K) (hT : 0 < T) (d G t : ℝ) :
    gapCorrelation K d G T t =
      Complex.exp (-Complex.I * t * (reorg K d + G) - reorg K d * T * t ^ 2) := by
  have hK' : (K : ℂ) ≠ 0 := by exact_mod_cast hK.ne'
  have hT' : (T : ℂ) ≠ 0 := by exact_mod_cast hT.ne'
  have hb : 0 < K / (2 * T) := by positivity
  -- the gap is linear in x, so the integrand is a Gaussian with imaginary linear term
  have hint : ∀ x : ℝ, (Real.exp (-donor K x / T) : ℂ) *
      Complex.exp (-Complex.I * t * gap K d G x) =
      Complex.exp (-((K / (2 * T) : ℝ) : ℂ) * x ^ 2 + (Complex.I * t * K * d) * x +
        (-Complex.I * t * (reorg K d + G))) := by
    intro x
    rw [Complex.ofReal_exp, ← Complex.exp_add]
    congr 1
    simp only [donor, acceptor, gap, reorg]
    push_cast
    ring
  -- completing the square produces the decay exp (-λ T t²)
  have hq : (Complex.I * t * K * d) ^ 2 / (4 * ((K / (2 * T) : ℝ) : ℂ)) =
      -(reorg K d * T * t ^ 2) := by
    have hI : (Complex.I * t * K * d) ^ 2 = -((t : ℂ) ^ 2 * K ^ 2 * d ^ 2) := by
      linear_combination ((t : ℂ) ^ 2 * K ^ 2 * d ^ 2) * Complex.I_sq
    rw [hI]
    simp only [reorg]
    push_cast
    field_simp
    ring
  have hs : Real.sqrt (Real.pi / (K / (2 * T))) = Real.sqrt (2 * Real.pi * T / K) := by
    congr 1
    rw [div_div_eq_mul_div]
    ring
  have hne : (Real.sqrt (2 * Real.pi * T / K) : ℂ) ≠ 0 :=
    Complex.ofReal_ne_zero.mpr (Real.sqrt_pos.mpr (by positivity)).ne'
  unfold gapCorrelation boltzmannAverage
  simp only [hint]
  rw [gaussian_integral hb, partitionFunction_eq, hs, mul_div_cancel_left₀ _ hne, hq,
    ← sub_eq_add_neg]

/-- The averaged phase is integrable over all times, and its time integral is
`2 π (4 π λ T)^(-1/2) exp (-(λ + G)² / (4 λ T))`. -/
theorem marcus_time_integral {K T d : ℝ} (hK : 0 < K) (hT : 0 < T) (hd : d ≠ 0) (G : ℝ) :
    Integrable (gapCorrelation K d G T) ∧
    ∫ t : ℝ, gapCorrelation K d G T t =
      ((2 * Real.pi / Real.sqrt (4 * Real.pi * reorg K d * T) *
        Real.exp (-(reorg K d + G) ^ 2 / (4 * reorg K d * T)) : ℝ) : ℂ) := by
  have hl : 0 < reorg K d := by unfold reorg; positivity
  have hb : 0 < reorg K d * T := by positivity
  have hfun : ∀ t : ℝ, gapCorrelation K d G T t =
      Complex.exp (-((reorg K d * T : ℝ) : ℂ) * t ^ 2 +
        (-Complex.I * (reorg K d + G)) * t + 0) := by
    intro t
    rw [gapCorrelation_eq hK hT]
    congr 1
    push_cast
    ring
  have hsqrt : Real.sqrt (Real.pi / (reorg K d * T)) =
      2 * Real.pi / Real.sqrt (4 * Real.pi * reorg K d * T) := by
    have hm : Real.pi / (reorg K d * T) * (4 * Real.pi * reorg K d * T) =
        (2 * Real.pi) ^ 2 := by
      field_simp
      ring
    rw [eq_div_iff (Real.sqrt_pos.mpr (by positivity)).ne',
      ← Real.sqrt_mul (by positivity), hm, Real.sqrt_sq (by positivity)]
  have hval : ∫ t : ℝ, gapCorrelation K d G T t =
      ((2 * Real.pi / Real.sqrt (4 * Real.pi * reorg K d * T) *
        Real.exp (-(reorg K d + G) ^ 2 / (4 * reorg K d * T)) : ℝ) : ℂ) := by
    have hI : (-Complex.I * ((reorg K d : ℂ) + G)) ^ 2 = -((reorg K d : ℂ) + G) ^ 2 := by
      linear_combination ((reorg K d : ℂ) + G) ^ 2 * Complex.I_sq
    simp_rw [hfun]
    rw [gaussian_integral hb, hsqrt,
      Complex.ofReal_mul (2 * Real.pi / Real.sqrt (4 * Real.pi * reorg K d * T)),
      Complex.ofReal_exp, hI]
    congr 2
    push_cast
    ring
  refine ⟨?_, hval⟩
  -- a function with nonzero Bochner integral is integrable
  by_contra h
  have h0 := integral_undef h
  rw [hval] at h0
  have hpos : 0 < 2 * Real.pi / Real.sqrt (4 * Real.pi * reorg K d * T) *
      Real.exp (-(reorg K d + G) ^ 2 / (4 * reorg K d * T)) := by positivity
  exact hpos.ne' (Complex.ofReal_eq_zero.mp h0)

/-- The two parabolas cross at exactly one point, `x = (λ + G) / (K d)`. -/
theorem gap_eq_zero_iff {K d : ℝ} (hK : K ≠ 0) (hd : d ≠ 0) (G x : ℝ) :
    gap K d G x = 0 ↔ x = (reorg K d + G) / (K * d) := by
  rw [eq_div_iff (mul_ne_zero hK hd)]
  simp only [gap, donor, acceptor, reorg]
  constructor <;> intro h <;> linear_combination -h

/-- The donor energy at the crossing point is `(λ + G)² / (4 λ)`. -/
theorem donor_at_crossing {K d G x : ℝ} (hK : 0 < K) (hd : d ≠ 0)
    (hx : gap K d G x = 0) : donor K x = (reorg K d + G) ^ 2 / (4 * reorg K d) := by
  have hl : 0 < reorg K d := by unfold reorg; positivity
  have hs : reorg K d + G = K * d * x := by
    simp only [gap, donor, acceptor] at hx
    unfold reorg
    linear_combination hx
  rw [hs, eq_div_iff (by positivity)]
  simp only [donor, reorg]
  ring

/-- The time integral, multiplied by the absolute slope `|K d|` of the gap, is `2 π` times the
Boltzmann probability density of the donor at the crossing point. -/
theorem time_integral_eq_crossing_density {K T d G x : ℝ} (hK : 0 < K) (hT : 0 < T)
    (hd : d ≠ 0) (hx : gap K d G x = 0) :
    ((|K * d| : ℝ) : ℂ) * ∫ t : ℝ, gapCorrelation K d G T t =
      ((2 * Real.pi * (Real.exp (-donor K x / T) / partitionFunction K T) : ℝ) : ℂ) := by
  have hden : Real.sqrt (4 * Real.pi * reorg K d * T) =
      Real.sqrt (2 * Real.pi * T / K) * |K * d| := by
    rw [← Real.sqrt_sq_eq_abs, ← Real.sqrt_mul (by positivity)]
    congr 1
    unfold reorg
    field_simp
    ring
  have he : -((reorg K d + G) ^ 2 / (4 * reorg K d)) / T =
      -(reorg K d + G) ^ 2 / (4 * reorg K d * T) := by ring
  have key : ∀ a b E : ℝ, a ≠ 0 → b ≠ 0 →
      b * (2 * Real.pi / (a * b) * E) = 2 * Real.pi * (E / a) := by
    intro a b E ha hb
    field_simp
  rw [(marcus_time_integral hK hT hd G).2, ← Complex.ofReal_mul,
    donor_at_crossing hK hd hx, partitionFunction_eq, he, hden,
    key _ _ _ (Real.sqrt_pos.mpr (by positivity)).ne'
      (abs_pos.mpr (mul_ne_zero hK.ne' hd)).ne']

/-- At fixed `K`, `d` and `T`, the time integral is strictly largest in norm at `G = -λ`. -/
theorem time_integral_lt_activationless {K T d G : ℝ} (hK : 0 < K) (hT : 0 < T)
    (hd : d ≠ 0) (hG : G ≠ -reorg K d) :
    ‖∫ t : ℝ, gapCorrelation K d G T t‖ <
      ‖∫ t : ℝ, gapCorrelation K d (-reorg K d) T t‖ := by
  have hl : 0 < reorg K d := by unfold reorg; positivity
  have hnorm : ∀ g : ℝ, ‖∫ t : ℝ, gapCorrelation K d g T t‖ =
      2 * Real.pi / Real.sqrt (4 * Real.pi * reorg K d * T) *
        Real.exp (-(reorg K d + g) ^ 2 / (4 * reorg K d * T)) := by
    intro g
    rw [(marcus_time_integral hK hT hd g).2, Complex.norm_real, Real.norm_of_nonneg]
    positivity
  have hs : reorg K d + G ≠ 0 := fun h => hG (by linarith)
  have hsq : 0 < (reorg K d + G) ^ 2 := (sq_nonneg _).lt_of_ne' (pow_ne_zero 2 hs)
  have hpos : 0 < (reorg K d + G) ^ 2 / (4 * reorg K d * T) := div_pos hsq (by positivity)
  have h0 : -(reorg K d + -reorg K d) ^ 2 / (4 * reorg K d * T) = 0 := by simp
  rw [hnorm, hnorm, h0]
  refine mul_lt_mul_of_pos_left (Real.exp_lt_exp.mpr ?_) (by positivity)
  rw [neg_div]
  linarith

end

end MarcusParabolas
```

```lean
#print axioms MarcusParabolas.gaussian_integral
-- 'MarcusParabolas.gaussian_integral' depends on axioms: [propext, Classical.choice, Quot.sound]
#print axioms MarcusParabolas.gap_eq_zero_iff
-- 'MarcusParabolas.gap_eq_zero_iff' depends on axioms: [propext, Classical.choice, Quot.sound]
#print axioms MarcusParabolas.time_integral_eq_crossing_density
-- 'MarcusParabolas.time_integral_eq_crossing_density' depends on axioms: [propext, Classical.choice, Quot.sound]
#print axioms MarcusParabolas.time_integral_lt_activationless
-- 'MarcusParabolas.time_integral_lt_activationless' depends on axioms: [propext, Classical.choice, Quot.sound]
```

## What is proved about the two parabolas, and how

**Definitions.** `donor`, `acceptor`, `gap` and `reorg` are $V_D$, $V_A$, $\Delta$ and $\lambda$, as functions of real numbers. `boltzmannAverage` is a ratio of two integrals over the whole line, with `partitionFunction` as the denominator, and it accepts complex observables. `gapCorrelation K d G T t` is $C(t)$, defined as the average of the phase; its closed form is a theorem. The conventions are acceptor minus donor for the gap, a minus sign in the phase, $\hbar=1$, and `T` standing for $k_BT$.

**Statements.** `gapCorrelation_eq` gives $C(t)$ for positive $K$ and $T$ and all real $d$, $G$ and $t$. `marcus_time_integral` adds the hypothesis $d\neq0$ and states two things: $C$ is integrable over all times, and its integral is the Marcus expression, a real number regarded as complex. `gap_eq_zero_iff` and `donor_at_crossing` locate the crossing and give its energy. `time_integral_eq_crossing_density` equates the two routes to the rate factor. `time_integral_lt_activationless` says that any $G\neq-\lambda$ gives an integral of strictly smaller norm than $G=-\lambda$ does.

**Proofs.** `gaussian_integral` takes Mathlib's quadratic-exponential integral and rewrites its complex power as a real square root. `partitionFunction_eq` is the real Gaussian integral for $Z$. In `gapCorrelation_eq`, the step `hint` puts the integrand into Gaussian form using the linear gap, `hq` computes $c^2/(4b)=-\lambda Tt^2$, and `hs` identifies the prefactor with $Z$ so that it cancels.

In `marcus_time_integral`, `hfun` reads $C$ as a Gaussian in $t$, and `hsqrt` converts $\sqrt{\pi/(\lambda T)}$ to the Marcus prefactor. Integrability is obtained differently from the derivation above. Mathlib assigns the value zero to the integral of a non-integrable function; the computed value is positive, so $C$ must be integrable.

The crossing theorems are linear and quadratic algebra. In the density theorem, `hden` is the identity $\sqrt{4\pi\lambda T}=Z|Kd|$. The maximality proof first reduces each norm to the positive real expression (`hnorm`) and then compares exponents.

**Without a displacement.** Take $K=T=1$ and $d=G=0$. The two parabolas coincide, the gap is zero everywhere, and $C(t)=1$ for all $t$. The formula for $C(t)$ still holds, but $C$ is not integrable and there is no unique crossing point. Physically, without a displacement the coordinate does not modulate the gap, so nothing dephases the transition.

**Limits of the model.** Marcus theory is a theory of rates, whereas these theorems concern the nuclear factor in one: the coupling $V$ and the golden rule do not appear in the file. The nuclei are classical and enter through a single coordinate with equal curvatures, so nuclear tunnelling, zero-point motion and anharmonic surfaces are absent. The maximality theorem compares each driving force with $G=-\lambda$ only; it does not compare two points within the inverted region $G<-\lambda$. All quantities are exact real or complex numbers, so sampling noise, time-step error and rounding remain the responsibility of the code being tested.
